# A coupled, higher-lying radial function with the same spin–orbit integral raises the p-shell splitting

Suppose that the spin–orbit integral $a$ of a p shell is extracted from the computed splitting between the lowest $j=3/2$ and $j=1/2$ levels by dividing by $3/2$. This is correct if the radial function is frozen. If the calculation let spin–orbit coupling mix in a second radial function, the value obtained can be wrong even when the calculation itself is exact. In the two-function model below it is too large whenever the functions are coupled and the second one's spin–orbit integral $b$ satisfies $a-b<D$, where $D$ is the energy of the second function relative to the first without spin–orbit coupling. The spin–orbit part of a semilocal effective core potential also acts on a p electron as a radial function times $\mathbf L\cdot\mathbf S$, so in this one-electron model the splitting it gives can likewise differ between a frozen and a relaxed radial function.

## One 2×2 problem for each j

Take one electron in a p shell, with orthonormal radial functions $R_0$ and $R_1$. Without spin–orbit coupling they do not mix, and their energies are $0$ and $D$. The spin–orbit operator is $\xi(r)\,\mathbf L\cdot\mathbf S$, with $\hbar=1$ and radial integrals $a=\langle R_0|\xi|R_0\rangle$, $b=\langle R_1|\xi|R_1\rangle$ and $w=\langle R_0|\xi|R_1\rangle$. For given $j$, $\mathbf L\cdot\mathbf S$ is the number

$$c=\tfrac12\left[j(j+1)-2-\tfrac34\right],$$

which is $1/2$ for $j=3/2$ and $-1$ for $j=1/2$. The Hamiltonian of a channel is therefore

$$H=\begin{pmatrix}ca&cw\\cw&D+cb\end{pmatrix}.$$

With $R_0$ alone the levels are $a/2$ and $-a$, so the frozen splitting is $3a/2$.

A number $E$ is an eigenvalue exactly when $\det(H-E)=0$, that is,

$$(ca-E)(D+cb-E)=c^2w^2.$$

The two roots add up to the trace. If $E$ is the lower root, the factors on the left have a non-negative sum and a non-negative product, so neither is negative. Conversely, let $E$ be a root at or below both diagonal entries. Going to any $\mu<E$ strictly increases the product, so $\mu$ is not a root. The lowest level is thus the root that lies at or below both diagonal entries.

## Bounds on the lowest level

Let $x=ca-E\ge0$ be the lowering and $G=D+c(b-a)$ the diagonal gap, assumed positive. The secular equation becomes $x(x+G)=c^2w^2$, or

$$x=\frac{c^2w^2}{G}-\frac{x^2}{G}.$$

Hence $x\le c^2w^2/G$. Putting this bound into the last term gives $x\ge c^2w^2/G-c^4w^4/G^3$. In terms of the energy,

$$ca-\frac{c^2w^2}{G}\le E\le ca-\frac{c^2w^2}{G}+\frac{c^4w^4}{G^3}.$$

For $b=a$ the gap is $G=D$ in both channels. Subtracting the bounds for $c=-1$ from those for $c=1/2$ places the splitting between

$$\frac{3a}2+\frac{3w^2}{4D}-\frac{w^4}{D^3}\quad\text{and}\quad\frac{3a}2+\frac{3w^2}{4D}+\frac{w^4}{16D^3}.$$

## Comparing the two channels

The lower bound just found can fall below $3a/2$ when $w$ is large, so the strict inequality needs its own argument. Let $E_3$ and $E_1$ be the lowest levels for $j=3/2$ and $j=1/2$, with lowerings $x=a/2-E_3$ and $y=-a-E_1$. Then $E_3-E_1=3a/2+y-x$, and the question is whether $y>x$. Write $q_3=D+b/2-E_3$ and $q_1=D-b-E_1$, so that

$$4x\,q_3=w^2,\qquad y\,q_1=w^2.$$

Let $w\ne0$ and $a-b<D$. Then $y>0$, since $y=0$ would give $w^2=0$. Suppose that $x\ge y$. From the definitions,

$$4q_3-q_1=4x-y+3(D-a+b)>0,$$

and therefore $w^2=4xq_3\ge4yq_3>yq_1=w^2$, a contradiction. So $y>x$, and the splitting exceeds $3a/2$.

The condition on $b$ matters. Put $\delta=a-b>0$ and let $0<w^2<2\delta(\delta-D)$, which forces $\delta>D$. First, $w^2<2\delta y$. Otherwise $yq_1\ge2\delta y$ gives $q_1=y+D+\delta\ge2\delta$, hence $y\ge\delta-D$ and $w^2\ge2\delta(\delta-D)$. Now suppose that $y\ge x$. Since $q_3=x+D-\delta/2\ge0$,

$$w^2=4xq_3\le4y\left(y+D-\tfrac{\delta}{2}\right)=4y\left(q_1-\tfrac{3\delta}{2}\right)=4w^2-6\delta y,$$

so $w^2\ge2\delta y$, a contradiction. Here the splitting lies below $3a/2$.

## Channels and levels in Lean

```lean
import Mathlib

open Matrix

namespace SpinOrbitRadialRelaxation

noncomputable section
```

The factor $c$ is a function of a real number $j$; only $j=3/2$ and $j=1/2$ are used.

```lean
/-- The value of L·S in a p shell (l = 1, s = 1/2) for total angular momentum j. -/
def lsFactor (j : ℝ) : ℝ := (j * (j + 1) - 1 * (1 + 1) - 1 / 2 * (1 / 2 + 1)) / 2
```

The matrix is the $H$ above, with indices 0 and 1 for $R_0$ and $R_1$. The parameters are independent real numbers: nothing requires them to come from a common $\xi(r)$. The model has one electron and one extra radial function.

```lean
/-- Hamiltonian of one j channel in two radial p functions separated by D, with L·S = c,
diagonal spin-orbit integrals a and b, and off-diagonal spin-orbit integral w. -/
def channelH (D a b w c : ℝ) : Matrix (Fin 2) (Fin 2) ℝ :=
  !![c * a, c * w; c * w, D + c * b]
```

A level is a real $\mu$ with $Hv=\mu v$ for some non-zero real vector $v$. As $H$ is real and symmetric, no eigenvalue is lost by this restriction.

```lean
/-- The energy levels of a channel: the eigenvalues of its Hamiltonian. -/
def levels (D a b w c : ℝ) : Set ℝ :=
  {μ | ∃ v : Fin 2 → ℝ, v ≠ 0 ∧ channelH D a b w c *ᵥ v = μ • v}
```

The first theorem evaluates $c$ in the two channels.

```lean
variable {D a b w c E E₃ E₁ : ℝ}

/-- L·S is 1/2 for j = 3/2 and -1 for j = 1/2. -/
theorem lsFactor_values : lsFactor (3 / 2) = 1 / 2 ∧ lsFactor (1 / 2) = -1 := by
  constructor <;> norm_num [lsFactor]
```

The secular equation comes from Mathlib's statement that a matrix sends some non-zero vector to zero exactly when its determinant vanishes. It is applied to $H-E$, and the remaining lines translate between $(H-E)v=0$ and $Hv=Ev$ component by component.

```lean
/-- Secular equation: the levels are the roots of the characteristic polynomial. -/
theorem mem_levels_iff :
    E ∈ levels D a b w c ↔ (c * a - E) * (D + c * b - E) = (c * w) ^ 2 := by
  have h := Matrix.exists_mulVec_eq_zero_iff
    (M := !![c * a - E, c * w; c * w, D + c * b - E])
  rw [Matrix.det_fin_two_of] at h
  constructor
  · rintro ⟨v, hv, hev⟩
    have e0 := congrFun hev 0
    have e1 := congrFun hev 1
    simp [channelH, Matrix.mulVec, dotProduct, Fin.sum_univ_two] at e0 e1
    have hdet := h.1 ⟨v, hv, by
      ext i
      fin_cases i <;> simp [Matrix.mulVec, dotProduct, Fin.sum_univ_two] <;> linarith⟩
    linear_combination hdet
  · intro hE
    obtain ⟨v, hv, hev⟩ := h.2 (by linear_combination hE)
    have e0 := congrFun hev 0
    have e1 := congrFun hev 1
    simp [Matrix.mulVec, dotProduct, Fin.sum_univ_two] at e0 e1
    refine ⟨v, hv, ?_⟩
    ext i
    fin_cases i <;> simp [channelH, Matrix.mulVec, dotProduct, Fin.sum_univ_two] <;> linarith
```

`IsLeast S E` says that `E` belongs to `S` and that no element of `S` is smaller. In the forward direction, `h2` states that the other root, trace minus $E$, is not lower. The two `by_contra` blocks then exclude a negative factor. The converse is the argument with $\mu<E$.

```lean
/-- An energy is the lowest level exactly when it solves the secular equation and lies
at or below both diagonal energies. -/
theorem isLeast_levels_iff :
    IsLeast (levels D a b w c) E ↔
      (c * a - E) * (D + c * b - E) = (c * w) ^ 2 ∧ E ≤ c * a ∧ E ≤ D + c * b := by
  constructor
  · rintro ⟨hm, hl⟩
    rw [mem_levels_iff] at hm
    -- the trace fixes the other root, which cannot lie lower
    have h2 : E ≤ c * a + (D + c * b) - E :=
      hl (mem_levels_iff.2 (by linear_combination hm))
    refine ⟨hm, ?_, ?_⟩
    · by_contra h
      have h3 : 0 < E - c * a := by linarith [not_le.1 h]
      have h4 : 0 < D + c * b - E := by linarith
      nlinarith [mul_pos h3 h4, sq_nonneg (c * w)]
    · by_contra h
      have h3 : 0 < E - (D + c * b) := by linarith [not_le.1 h]
      have h4 : 0 < c * a - E := by linarith
      nlinarith [mul_pos h3 h4, sq_nonneg (c * w)]
  · rintro ⟨hm, hp, hq⟩
    refine ⟨mem_levels_iff.2 hm, fun μ hμ => ?_⟩
    rw [mem_levels_iff] at hμ
    by_contra h
    have h3 : 0 < E - μ := by linarith [not_le.1 h]
    have h4 : 0 < (c * a - E) + (D + c * b - μ) := by linarith
    nlinarith [mul_pos h3 h4]
```

Solving the quadratic gives the lower root explicitly. Every channel therefore has a lowest level, whatever the parameters, and the later theorems always have an $E_3$ and an $E_1$ to speak about.

```lean
/-- Closed form of the lowest level of a channel. -/
theorem lowest_closed_form :
    IsLeast (levels D a b w c)
      ((c * a + (D + c * b) - √((D + c * b - c * a) ^ 2 + 4 * (c * w) ^ 2)) / 2) := by
  have hs := Real.sq_sqrt
    (show 0 ≤ (D + c * b - c * a) ^ 2 + 4 * (c * w) ^ 2 by positivity)
  have ha := abs_le.1 (Real.abs_le_sqrt
    (show (D + c * b - c * a) ^ 2 ≤ (D + c * b - c * a) ^ 2 + 4 * (c * w) ^ 2 by
      linarith [sq_nonneg (c * w)]))
  rw [isLeast_levels_iff]
  refine ⟨by linear_combination hs / 4, by linarith [ha.2], by linarith [ha.1]⟩
```

## The bounds and the splitting in Lean

The hypothesis `hG` is the positive gap $G$. In the proof, `ht` is the rearranged secular equation $c^2w^2/G=x+x^2/G$, `hle` is the upper bound on $x$, and `h5` inserts that bound into the quadratic term.

```lean
/-- For a positive diagonal gap, the second-order energy is a lower bound to the lowest level,
and adding the stated fourth-order term gives an upper bound. -/
theorem lowest_bounds (hG : 0 < D + c * (b - a)) (hE : IsLeast (levels D a b w c) E) :
    c * a - (c * w) ^ 2 / (D + c * (b - a)) ≤ E ∧
      E ≤ c * a - (c * w) ^ 2 / (D + c * (b - a))
        + (c * w) ^ 4 / (D + c * (b - a)) ^ 3 := by
  obtain ⟨h, hp, -⟩ := isLeast_levels_iff.1 hE
  obtain ⟨G, hGdef⟩ : ∃ G, G = D + c * (b - a) := ⟨_, rfl⟩
  rw [← hGdef] at hG ⊢
  -- the second-order shift exceeds the true lowering by its square over the gap
  have ht : (c * w) ^ 2 / G = (c * a - E) + (c * a - E) ^ 2 / G := by
    rw [div_eq_iff hG.ne', add_mul, div_mul_cancel₀ _ hG.ne', hGdef]
    linear_combination -h
  have h4 : (c * w) ^ 4 / G ^ 3 = ((c * w) ^ 2 / G) ^ 2 / G := by ring
  have hy : 0 ≤ (c * a - E) ^ 2 / G := by positivity
  have hle : c * a - E ≤ (c * w) ^ 2 / G := by linarith
  have h5 : (c * a - E) ^ 2 / G ≤ ((c * w) ^ 2 / G) ^ 2 / G :=
    div_le_div_of_nonneg_right (pow_le_pow_left₀ (by linarith) hle 2) hG.le
  exact ⟨by linarith, by rw [h4]; linarith⟩
```

The main theorem takes $w\neq0$, $a-b<D$ and the lowest level of each channel. For a higher-lying second function, `hgap` says that its spin–orbit integral may be smaller than the first one's, but only by less than the energy separation $D$. For $b=a$ the condition reduces to $D>0$. The theorem itself does not assume $D>0$, which is needed only to call the second function higher-lying. The sign of $a$ is also free, and for $a>0$ the inequality means a wider splitting.

In the proof, `hy` is $y>0$, `hc'` is the assumption $x\ge y$ in terms of energies, `hf` is $4q_3-q_1>0$, and `hd` is $x-y\ge0$. The final `nlinarith` is given the products $y(4q_3-q_1)>0$ and $(x-y)q_3\ge0$, which together contradict $4xq_3=yq_1$.

```lean
/-- If a - b < D and the radial functions are coupled, the splitting between the lowest
j = 3/2 and j = 1/2 levels exceeds the frozen-orbital value 3a/2. -/
theorem splitting_gt_frozen (hw : w ≠ 0) (hgap : a - b < D)
    (h₃ : IsLeast (levels D a b w (lsFactor (3 / 2))) E₃)
    (h₁ : IsLeast (levels D a b w (lsFactor (1 / 2))) E₁) :
    3 / 2 * a < E₃ - E₁ := by
  rw [lsFactor_values.1, isLeast_levels_iff] at h₃
  rw [lsFactor_values.2, isLeast_levels_iff] at h₁
  obtain ⟨e3, p3, q3⟩ := h₃
  obtain ⟨e1, p1, q1⟩ := h₁
  have hw2 : 0 < w ^ 2 := by positivity
  have hy : 0 < -1 * a - E₁ := lt_of_le_of_ne (by linarith) (fun h => by
    rw [← h, zero_mul] at e1
    nlinarith)
  by_contra hc
  have hc' := not_lt.1 hc
  -- compare the two secular equations factor by factor
  have hf : 0 < 4 * (D + 1 / 2 * b - E₃) - (D + -1 * b - E₁) := by linarith
  have hd : 0 ≤ (1 / 2 * a - E₃) - (-1 * a - E₁) := by linarith
  nlinarith [mul_pos hy hf, mul_nonneg hd (sub_nonneg.2 q3)]
```

For equal diagonal integrals the gap is $D$ in both channels, and the hypothesis `hD` requires it to be positive. The theorem `lowest_bounds` is then applied once per channel. The equations `r1` to `r4` evaluate the powers of $c$, and the inequalities are then subtracted.

```lean
/-- With equal diagonal spin-orbit integrals, the splitting is 3a/2 + 3w²/(4D) up to
explicit errors of fourth order in w. -/
theorem splitting_bounds (hD : 0 < D)
    (h₃ : IsLeast (levels D a a w (lsFactor (3 / 2))) E₃)
    (h₁ : IsLeast (levels D a a w (lsFactor (1 / 2))) E₁) :
    3 / 2 * a + 3 / 4 * (w ^ 2 / D) - w ^ 4 / D ^ 3 ≤ E₃ - E₁ ∧
      E₃ - E₁ ≤ 3 / 2 * a + 3 / 4 * (w ^ 2 / D) + 1 / 16 * (w ^ 4 / D ^ 3) := by
  rw [lsFactor_values.1] at h₃
  rw [lsFactor_values.2] at h₁
  have b3 := lowest_bounds (by linarith) h₃
  have b1 := lowest_bounds (by linarith) h₁
  simp only [sub_self, mul_zero, add_zero] at b3 b1
  have r1 : (1 / 2 * w) ^ 2 / D = 1 / 4 * (w ^ 2 / D) := by ring
  have r2 : (1 / 2 * w) ^ 4 / D ^ 3 = 1 / 16 * (w ^ 4 / D ^ 3) := by ring
  have r3 : (-1 * w) ^ 2 / D = w ^ 2 / D := by ring
  have r4 : (-1 * w) ^ 4 / D ^ 3 = w ^ 4 / D ^ 3 := by ring
  rw [r1, r2] at b3
  rw [r3, r4] at b1
  exact ⟨by linarith [b3.1, b1.2], by linarith [b3.2, b1.1]⟩
```

The last theorem covers the opposite case, in which $b$ lies below $a$ by more than $D$ and the coupling is weak in the sense of `hweak`. The step `key` is $w^2<2\delta y$, and the closing lines carry out the comparison that assumed $y\ge x$.

```lean
/-- If b < a and the nonzero coupling satisfies w² < 2(a - b)(a - b - D), the splitting is
smaller than the frozen-orbital value 3a/2. -/
theorem splitting_lt_frozen (hw : w ≠ 0) (hab : b < a)
    (hweak : w ^ 2 < 2 * (a - b) * (a - b - D))
    (h₃ : IsLeast (levels D a b w (lsFactor (3 / 2))) E₃)
    (h₁ : IsLeast (levels D a b w (lsFactor (1 / 2))) E₁) :
    E₃ - E₁ < 3 / 2 * a := by
  rw [lsFactor_values.1, isLeast_levels_iff] at h₃
  rw [lsFactor_values.2, isLeast_levels_iff] at h₁
  obtain ⟨e3, p3, q3⟩ := h₃
  obtain ⟨e1, p1, q1⟩ := h₁
  have hw2 : 0 < w ^ 2 := by positivity
  have hy : 0 < -1 * a - E₁ := lt_of_le_of_ne (by linarith) (fun h => by
    rw [← h, zero_mul] at e1
    nlinarith)
  -- under `hweak`, the lowering in the j = 1/2 channel exceeds w² / (2(a - b))
  have key : w ^ 2 < 2 * (a - b) * (-1 * a - E₁) := by
    by_contra hk
    have hk' := not_lt.1 hk
    have h2 : 2 * (a - b) ≤ D + -1 * b - E₁ :=
      le_of_mul_le_mul_left (by linarith) hy
    have h3 : 0 ≤ (-1 * a - E₁) - (a - b - D) := by linarith
    nlinarith [mul_nonneg (sub_pos.2 hab).le h3]
  by_contra hc
  have hc' := not_lt.1 hc
  have hd : 0 ≤ (-1 * a - E₁) - (1 / 2 * a - E₃) := by linarith
  nlinarith [mul_nonneg hd (sub_nonneg.2 q3), mul_nonneg hy.le hd]

end

end SpinOrbitRadialRelaxation
```

```lean
#print axioms SpinOrbitRadialRelaxation.lowest_closed_form
#print axioms SpinOrbitRadialRelaxation.splitting_gt_frozen
#print axioms SpinOrbitRadialRelaxation.splitting_bounds
#print axioms SpinOrbitRadialRelaxation.splitting_lt_frozen
```

```
'SpinOrbitRadialRelaxation.lowest_closed_form' depends on axioms: [propext, Classical.choice, Quot.sound]
'SpinOrbitRadialRelaxation.splitting_gt_frozen' depends on axioms: [propext, Classical.choice, Quot.sound]
'SpinOrbitRadialRelaxation.splitting_bounds' depends on axioms: [propext, Classical.choice, Quot.sound]
'SpinOrbitRadialRelaxation.splitting_lt_frozen' depends on axioms: [propext, Classical.choice, Quot.sound]
```
